# The triple product $d\cdot(\partial_k d\times\partial_t d)$ of a differentiable Rice-Mele pump, and when it vanishes

Take a two-band chain with Bloch vector $d(k,t)=(\cos k,\ \sin k,\ D(t))$. Its two derivatives are

$$\partial_k d=(-\sin k,\ \cos k,\ 0),\qquad \partial_t d=(0,\ 0,\ D'),$$

their cross product is $(D'\cos k,\ D'\sin k,\ 0)$, and so $d\cdot(\partial_k d\times\partial_t d)=D'$. Momentum moves $d$ around a circle and time moves it along the axis. If $D$ stays zero, all three vectors lie in one plane and span no volume.

## The closed form for time-dependent hoppings

The Rice-Mele chain has a hopping $v(t)$ inside the unit cell, a hopping $w(t)$ between neighbouring cells, and on-site energies $\pm D(t)$ on the two sites of a cell. Its Bloch Hamiltonian is $H(k,t)=d(k,t)\cdot\sigma$, where $\sigma$ is the vector of Pauli matrices and

$$d(k,t)=(v+w\cos k,\ w\sin k,\ D).$$

For real differentiable $v,w,D$, with primes for time derivatives, the density $\Omega=d\cdot(\partial_k d\times\partial_t d)$ is

$$\Omega(k,t)=w\big[(wD'-Dw')+(vD'-Dv')\cos k\big].$$

The opening case is $v=0$, $w=1$. If $D$ is zero at all times, $\Omega$ vanishes identically. A zero of $D$ at a single instant is not enough, since $D'$ may be nonzero there.

If $w$ is never zero, $\Omega$ vanishes for all $k$ and $t$ exactly when $D$ is identically zero or $v=aw$ and $D=cw$ with constants $a,c$. In the second case $d=w(t)\,(a+\cos k,\ \sin k,\ c)$, so time can change the length of the Bloch vector but not its direction.

## Checking a Berry-curvature grid

For this non-interacting two-band model, the Berry curvature in the $(k,t)$ plane is, up to a sign set by the band and the orientation,

$$\frac{1}{2}\,\frac{\Omega}{|d|^3},\qquad |d|^2=v^2+w^2+2vw\cos k+D^2,$$

wherever the gap $2|d|$ is open. A code that integrates this curvature over a pump cycle can insert the closed form for $\Omega$ into this expression, or compare a numerically differentiated $\Omega$ against it. A run with $D=0$ throughout should return zero at every grid point where the gap is open.

The factor $|d|^{-3}$ matters. For the cycle $v=1+\delta\cos t$, $w=1$, $D=\sin t$, with a real parameter $\delta$, the density is

$$\Omega=\cos t+(\cos t+\delta)\cos k.$$

Its plain integral over $0\le k,t\le 2\pi$ is zero for every $\delta$, although for $0<|\delta|<2$ the gap stays open and a slow cycle with the lower band filled pumps one particle per period. Summing $\Omega$ without the normalisation therefore misses the charge pumped by this cycle. In the limit $\delta=0$ the density is $\cos t\,(1+\cos k)$, and $d$ itself vanishes at $k=\pi$ when $t=0$ and again when $t=\pi$. The density is still defined at these points, but the normalised curvature is not.

## Derivation

Differentiating each component gives

$$\partial_k d=(-w\sin k,\ w\cos k,\ 0),\qquad \partial_t d=(v'+w'\cos k,\ w'\sin k,\ D').$$

The third component of the cross product is

$$-ww'\sin^2k-w\cos k\,(v'+w'\cos k)=-w(w'+v'\cos k),$$

and hence

$$\partial_k d\times\partial_t d=\big(wD'\cos k,\ wD'\sin k,\ -w(w'+v'\cos k)\big).$$

Taking the dot product with $d$,

$$\Omega=(v+w\cos k)\,wD'\cos k+w^2D'\sin^2k-Dw(w'+v'\cos k).$$

The two terms in $w^2D'$ combine through $\sin^2k+\cos^2k=1$, which leaves the closed form.

Now fix a time and suppose $\Omega=0$ for every $k$. If $w\neq0$, then $k=\pi/2$ gives $wD'=Dw'$, and $k=0$ then gives $vD'=Dv'$. Conversely, $w=0$ or these two equations make $\Omega$ vanish at every $k$.

Next let $\Omega=0$ at all $k$ and $t$, with $w$ never zero. Then

$$\left(\frac{D}{w}\right)'=\frac{wD'-Dw'}{w^2}=0,$$

so $D=cw$. If $c=0$, then $D$ is identically zero. If $c\neq0$, then $D$ has no zeros, and

$$\left(\frac{v}{D}\right)'=\frac{v'D-vD'}{D^2}=0$$

gives $v=bD=bc\,w$. For the converse, $D=0$ at all times implies $D'=0$, and every term of $\Omega$ vanishes. If $v=aw$ and $D=cw$, then $wD'-Dw'=cww'-cww'=0$ and $vD'-Dv'=acww'-acww'=0$.

For the explicit cycle, $v'=-\delta\sin t$, $w'=0$ and $D'=\cos t$. The first bracket is $\cos t$, and the second is $(1+\delta\cos t)\cos t+\delta\sin^2t=\cos t+\delta$.

## The Lean file

```lean
import Mathlib

open Matrix

namespace RiceMelePump

noncomputable section

/-- The Rice-Mele Bloch vector `d(k,t) = (v + w cos k, w sin k, D)` with time-dependent
hoppings `v`, `w` and staggered potential `D`. -/
def blochVec (v w D : ℝ → ℝ) (k t : ℝ) : Fin 3 → ℝ :=
  ![v t + w t * Real.cos k, w t * Real.sin k, D t]

/-- The triple product `d · (∂ₖd × ∂ₜd)` of the Rice-Mele Bloch vector. -/
def curvatureDensity (v w D : ℝ → ℝ) (k t : ℝ) : ℝ :=
  blochVec v w D k t ⬝ᵥ
    ((deriv (fun q => blochVec v w D q t) k) ⨯₃ (deriv (fun s => blochVec v w D k s) t))

/-- The triple product of three vectors written out in components. -/
theorem triple_expand (a b c x y z p q r : ℝ) :
    ![a, b, c] ⬝ᵥ (![x, y, z] ⨯₃ ![p, q, r]) =
      a * (y * r - z * q) + b * (z * p - x * r) + c * (x * q - y * p) := by
  simp [cross_apply, dotProduct, Fin.sum_univ_succ]
  ring

/-- The derivative of the Bloch vector with respect to crystal momentum. -/
theorem hasDerivAt_momentum (v w D : ℝ → ℝ) (k t : ℝ) :
    HasDerivAt (fun q => blochVec v w D q t)
      ![w t * -Real.sin k, w t * Real.cos k, 0] k := by
  have h0 : HasDerivAt (fun q => v t + w t * Real.cos q) (w t * -Real.sin k) k :=
    ((Real.hasDerivAt_cos k).const_mul (w t)).const_add (v t)
  have h1 : HasDerivAt (fun q => w t * Real.sin q) (w t * Real.cos k) k :=
    (Real.hasDerivAt_sin k).const_mul (w t)
  have h2 : HasDerivAt (fun _ : ℝ => D t) 0 k := hasDerivAt_const k (D t)
  refine hasDerivAt_pi.2 (fun i => ?_)
  fin_cases i
  · exact h0
  · exact h1
  · exact h2

/-- The derivative of the Bloch vector with respect to time. -/
theorem hasDerivAt_time {v w D : ℝ → ℝ} {t : ℝ} (hv : DifferentiableAt ℝ v t)
    (hw : DifferentiableAt ℝ w t) (hD : DifferentiableAt ℝ D t) (k : ℝ) :
    HasDerivAt (fun s => blochVec v w D k s)
      ![deriv v t + deriv w t * Real.cos k, deriv w t * Real.sin k, deriv D t] t := by
  have h0 : HasDerivAt (fun s => v s + w s * Real.cos k)
      (deriv v t + deriv w t * Real.cos k) t :=
    hv.hasDerivAt.fun_add (hw.hasDerivAt.mul_const (Real.cos k))
  have h1 : HasDerivAt (fun s => w s * Real.sin k) (deriv w t * Real.sin k) t :=
    hw.hasDerivAt.mul_const (Real.sin k)
  refine hasDerivAt_pi.2 (fun i => ?_)
  fin_cases i
  · exact h0
  · exact h1
  · exact hD.hasDerivAt

/-- The triple product of the Rice-Mele pump is
`w ((w D' - D w') + (v D' - D v') cos k)`. -/
theorem curvatureDensity_eq {v w D : ℝ → ℝ} {t : ℝ} (hv : DifferentiableAt ℝ v t)
    (hw : DifferentiableAt ℝ w t) (hD : DifferentiableAt ℝ D t) (k : ℝ) :
    curvatureDensity v w D k t =
      w t * ((w t * deriv D t - D t * deriv w t)
        + (v t * deriv D t - D t * deriv v t) * Real.cos k) := by
  rw [curvatureDensity, (hasDerivAt_momentum v w D k t).deriv,
    (hasDerivAt_time hv hw hD k).deriv, blochVec, triple_expand]
  -- the terms without `v` combine through `sin² + cos² = 1`
  linear_combination (w t ^ 2 * deriv D t - D t * w t * deriv w t) *
    Real.sin_sq_add_cos_sq k

/-- If the staggered potential stays zero, the triple product vanishes for every time
derivative `Y` of the Bloch vector. -/
theorem triple_eq_zero_of_no_stagger {v w : ℝ → ℝ} {k t : ℝ} {Y : Fin 3 → ℝ}
    (hY : HasDerivAt (fun s => blochVec v w (fun _ => 0) k s) Y t) :
    blochVec v w (fun _ => 0) k t ⬝ᵥ
      ((deriv (fun q => blochVec v w (fun _ => 0) q t) k) ⨯₃ Y) = 0 := by
  -- the third component of the velocity is the derivative of the zero function
  have h : HasDerivAt (fun _ : ℝ => (0 : ℝ)) (Y 2) t := hasDerivAt_pi.1 hY 2
  have h2 : Y 2 = 0 := h.unique (hasDerivAt_const t (0 : ℝ))
  have hY' : Y = ![Y 0, Y 1, 0] := by
    ext i
    fin_cases i <;> simp [h2]
  rw [(hasDerivAt_momentum v w (fun _ => 0) k t).deriv, hY', blochVec, triple_expand]
  ring

/-- At a given time the triple product vanishes at every momentum exactly when `w = 0`, or
`w D' = D w'` and `v D' = D v'`. -/
theorem flat_at_time_iff {v w D : ℝ → ℝ} {t : ℝ} (hv : DifferentiableAt ℝ v t)
    (hw : DifferentiableAt ℝ w t) (hD : DifferentiableAt ℝ D t) :
    (∀ k, curvatureDensity v w D k t = 0) ↔
      w t = 0 ∨ (w t * deriv D t = D t * deriv w t ∧ v t * deriv D t = D t * deriv v t) := by
  constructor
  · intro h
    by_cases h0 : w t = 0
    · exact Or.inl h0
    · right
      -- momentum π/2 isolates the constant term, momentum 0 then gives the other one
      have h1 := h (Real.pi / 2)
      have h2 := h 0
      rw [curvatureDensity_eq hv hw hD, Real.cos_pi_div_two] at h1
      rw [curvatureDensity_eq hv hw hD, Real.cos_zero] at h2
      have e1 := (mul_eq_zero.1 h1).resolve_left h0
      have e2 := (mul_eq_zero.1 h2).resolve_left h0
      constructor <;> linarith
  · rintro (h0 | ⟨h1, h2⟩) k
    · rw [curvatureDensity_eq hv hw hD, h0, zero_mul]
    · rw [curvatureDensity_eq hv hw hD, h1, h2]
      ring

/-- Two differentiable functions with vanishing Wronskian are proportional if the second one
has no zeros. -/
theorem proportional_of_wronskian {f g : ℝ → ℝ} (hf : Differentiable ℝ f)
    (hg : Differentiable ℝ g) (h0 : ∀ t, g t ≠ 0)
    (h : ∀ t, g t * deriv f t = f t * deriv g t) : ∃ c, ∀ t, f t = c * g t := by
  have hd : ∀ t, HasDerivAt (fun s => f s / g s) 0 t := by
    intro t
    refine ((hf t).hasDerivAt.fun_div (hg t).hasDerivAt (h0 t)).congr_deriv ?_
    have e : deriv f t * g t - f t * deriv g t = 0 := by linarith [h t]
    rw [e, zero_div]
  refine ⟨f 0 / g 0, fun t => ?_⟩
  have hc : f t / g t = f 0 / g 0 :=
    is_const_of_deriv_eq_zero (fun s => (hd s).differentiableAt) (fun s => (hd s).deriv) t 0
  rw [← hc, div_mul_cancel₀ _ (h0 t)]

/-- For a pump whose hopping `w` never vanishes, the triple product is zero at all momenta and
times exactly when `D` stays zero or `v` and `D` are constant multiples of `w`. -/
theorem flat_pump_iff {v w D : ℝ → ℝ} (hv : Differentiable ℝ v) (hw : Differentiable ℝ w)
    (hD : Differentiable ℝ D) (h0 : ∀ t, w t ≠ 0) :
    (∀ k t, curvatureDensity v w D k t = 0) ↔
      (∀ t, D t = 0) ∨ ∃ a c : ℝ, ∀ t, v t = a * w t ∧ D t = c * w t := by
  constructor
  · intro h
    have hflat := fun t =>
      ((flat_at_time_iff (hv t) (hw t) (hD t)).1 (fun k => h k t)).resolve_left (h0 t)
    obtain ⟨c, hc⟩ := proportional_of_wronskian hD hw h0 (fun t => (hflat t).1)
    by_cases hc0 : c = 0
    · left
      intro t
      rw [hc t, hc0, zero_mul]
    · right
      -- now `D` has no zeros, so `v` is proportional to `D` and hence to `w`
      have hD0 : ∀ t, D t ≠ 0 := fun t => by
        rw [hc t]
        exact mul_ne_zero hc0 (h0 t)
      obtain ⟨b, hb⟩ := proportional_of_wronskian hv hD hD0 (fun t => (hflat t).2.symm)
      refine ⟨b * c, c, fun t => ⟨?_, hc t⟩⟩
      rw [hb t, hc t, mul_assoc]
  · rintro (h | ⟨a, c, h⟩) k t
    · have e : D = fun _ => 0 := funext h
      have hd : deriv D t = 0 := by
        rw [e]
        exact deriv_const t 0
      rw [curvatureDensity_eq (hv t) (hw t) (hD t), hd, h t]
      ring
    · have ev : v = fun s => a * w s := funext fun s => (h s).1
      have eD : D = fun s => c * w s := funext fun s => (h s).2
      have dv : deriv v t = a * deriv w t := by
        rw [ev]
        exact ((hw t).hasDerivAt.const_mul a).deriv
      have dD : deriv D t = c * deriv w t := by
        rw [eD]
        exact ((hw t).hasDerivAt.const_mul c).deriv
      rw [curvatureDensity_eq (hv t) (hw t) (hD t), dv, dD, (h t).1, (h t).2]
      ring

/-- The cycle `v = 1 + δ cos t`, `w = 1`, `D = sin t` has triple product
`cos t + (cos t + δ) cos k`. -/
theorem curvatureDensity_cycle (δ k t : ℝ) :
    curvatureDensity (fun s => 1 + δ * Real.cos s) (fun _ => 1) Real.sin k t =
      Real.cos t + (Real.cos t + δ) * Real.cos k := by
  have hv : HasDerivAt (fun s => 1 + δ * Real.cos s) (δ * -Real.sin t) t :=
    ((Real.hasDerivAt_cos t).const_mul δ).const_add 1
  have hw : deriv (fun _ : ℝ => (1 : ℝ)) t = 0 := deriv_const t 1
  rw [curvatureDensity_eq hv.differentiableAt (differentiableAt_const (1 : ℝ))
    (Real.hasDerivAt_sin t).differentiableAt, hv.deriv, hw, (Real.hasDerivAt_sin t).deriv]

  linear_combination δ * Real.cos k * Real.sin_sq_add_cos_sq t

end

end RiceMelePump
```

```lean
#print axioms RiceMelePump.triple_eq_zero_of_no_stagger
-- 'RiceMelePump.triple_eq_zero_of_no_stagger' depends on axioms: [propext, Classical.choice, Quot.sound]
#print axioms RiceMelePump.flat_pump_iff
-- 'RiceMelePump.flat_pump_iff' depends on axioms: [propext, Classical.choice, Quot.sound]
#print axioms RiceMelePump.curvatureDensity_cycle
-- 'RiceMelePump.curvatureDensity_cycle' depends on axioms: [propext, Classical.choice, Quot.sound]
```

## What the Lean statements say about the chain

`blochVec v w D k t` is the Bloch vector, a function `Fin 3 → ℝ` whose components are numbered 0, 1, 2. `curvatureDensity` is $\Omega$, built from the dot product `⬝ᵥ`, the cross product `⨯₃` and derivatives of the whole vector. The momentum derivative comes first, which fixes the sign. Momentum is measured in inverse unit cells and ranges over all real numbers.

- `curvatureDensity_eq` is the closed form at one time $t$, for any $k$, assuming that the three parameters are differentiable at $t$.
- `triple_eq_zero_of_no_stagger` sets $D$ to the zero function and takes any vector `Y` that is a time derivative of the Bloch vector at $(k,t)$. Lean's `deriv` returns zero where no derivative exists, and the `HasDerivAt` hypothesis ensures that the zero obtained here does not come from that default value.
- `flat_at_time_iff` is the criterion at a fixed time $t$, again for parameters that are differentiable at $t$.
- `flat_pump_iff` is the classification over all real times, for parameters that are differentiable everywhere and a hopping $w$ that is never zero.
- `curvatureDensity_cycle` is the explicit cycle, for every real $\delta$.

## How the proofs follow the calculation

`hasDerivAt_momentum` and `hasDerivAt_time` differentiate the vector one component at a time, and `triple_expand` writes out the triple product. In `curvatureDensity_eq`, `linear_combination` then multiplies $\sin^2k+\cos^2k=1$ by $w^2D'-Dww'$, the coefficient of the terms that the identity merges.

In `triple_eq_zero_of_no_stagger`, uniqueness of derivatives forces `Y 2 = 0`, which is the coplanarity of the opening example. `flat_at_time_iff` substitutes $k=\pi/2$ and $k=0$ and cancels the nonzero factor $w$.

`proportional_of_wronskian` is the quotient argument: the derivative of $f/g$ is zero, so the quotient equals its value at time 0. `flat_pump_iff` applies it first to $D$ and $w$, then, when $c\neq0$, to $v$ and $D$. The converse substitutes each alternative into the closed form.

## Hypotheses and limits for a code

The condition that $w$ never vanishes means that the coupling between cells is never switched off. At an instant with $w=0$ the chain splits into isolated dimers, $d$ no longer depends on $k$, and $\Omega=0$ whatever $v$ and $D$ do.

The theorems concern the unnormalised density. They require neither a periodic cycle nor an open gap, and the links to Berry curvature and pumped charge made above are ordinary physics added to them. They also say nothing about discretisation or rounding error.

The hopping $v$ carries no phase here. A code that attaches position-dependent phases to both hoppings uses a different Bloch vector, and its density can differ point by point, so the two conventions should be matched before values are compared.
